# Integrated quantum metric of an equal-weight two-component state, split into a winding term and the variance of the phase velocity

The normalised two-component state (1, exp(iφ(k)))/√2 has equal weight on both sublattices, and its real phase φ is continuously differentiable with φ(2π) = φ(0) + 2πW for an integer W. The theorem `integral_metric_eq` states that the quantum metric of this state, integrated over k from 0 to 2π, equals πW²/2 plus a quarter of the integral of (φ′(k) − W)². No Hamiltonian enters; the state is given directly by its phase. The proof takes the metric at each k to be φ′(k)²/4, completes the square about W, splits the integral into its terms and evaluates the integral of φ′ by the fundamental theorem of calculus.

The first attempt, which Lean rejects:

```lean
import Mathlib

open Matrix MeasureTheory
open Complex (I)
open scoped Real

namespace IntegralMetricEq

noncomputable section

/-- The quantum metric `Re⟨u'|u'⟩ - |⟨u|u'⟩|²` of a differentiable family of normalised
two-component states `u(k)`. -/
def quantumMetric (u : ℝ → Fin 2 → ℂ) (k : ℝ) : ℝ :=
  (star (deriv u k) ⬝ᵥ deriv u k).re - Complex.normSq (star (u k) ⬝ᵥ deriv u k)

/-- The state `(1, exp(iφ(k)))/√2`, with equal weight on the two sublattices. -/
def chiralState (φ : ℝ → ℝ) (k : ℝ) : Fin 2 → ℂ :=
  ((√2 : ℝ) : ℂ)⁻¹ • ![1, Complex.exp (φ k * I)]

/-- The overlap of `(a, b)/√2` with `(a', b')/√2` is half the sum of the sublattice overlaps. -/
theorem overlap (a b a' b' : ℂ) :
    star (((√2 : ℝ) : ℂ)⁻¹ • ![a, b]) ⬝ᵥ (((√2 : ℝ) : ℂ)⁻¹ • ![a', b'])
      = (star a * a' + star b * b') / 2 := by
  have hs : star (((√2 : ℝ) : ℂ)⁻¹) = ((√2 : ℝ) : ℂ)⁻¹ := by
    rw [Complex.star_def, map_inv₀, Complex.conj_ofReal]
  have h : ((√2 : ℝ) : ℂ)⁻¹ * ((√2 : ℝ) : ℂ)⁻¹ = 1 / 2 := by
    rw [← mul_inv, ← Complex.ofReal_mul, Real.mul_self_sqrt (by norm_num)]
    norm_num
  simp only [dotProduct, Fin.sum_univ_two, Pi.star_apply, Pi.smul_apply, smul_eq_mul,
    Matrix.cons_val_zero, Matrix.cons_val_one, Matrix.cons_val_fin_one, star_mul', hs]
  linear_combination (star a * a' + star b * b') * h

/-- A phase factor `exp(it)` with real `t` has unit modulus. -/
theorem phase_unit (t : ℝ) : star (Complex.exp (t * I)) * Complex.exp (t * I) = 1 := by
  rw [Complex.star_def, ← Complex.exp_conj, ← Complex.exp_add]
  simp

/-- Where the phase has derivative `d`, the quantum metric of the chiral state is `d²/4`. -/
theorem quantumMetric_chiralState {φ : ℝ → ℝ} {d k : ℝ} (h : HasDerivAt φ d k) :
    quantumMetric (chiralState φ) k = d ^ 2 / 4 := by
  -- differentiate the state component by component
  have he : HasDerivAt (fun t : ℝ => Complex.exp (φ t * I))
      (Complex.exp (φ k * I) * (d * I)) k := (h.ofReal_comp.mul_const I).cexp
  have hv : HasDerivAt (fun t : ℝ => (![1, Complex.exp (φ t * I)] : Fin 2 → ℂ))
      ![0, Complex.exp (φ k * I) * (d * I)] k :=
    hasDerivAt_pi.2 (Fin.forall_fin_two.2 ⟨hasDerivAt_const k (1 : ℂ), he⟩)
  have hu : HasDerivAt (chiralState φ)
      (((√2 : ℝ) : ℂ)⁻¹ • ![0, Complex.exp (φ k * I) * (d * I)]) k :=
    hv.const_smul (((√2 : ℝ) : ℂ)⁻¹)
  have hp := phase_unit (φ k)
  have hd : star (d : ℂ) = d := Complex.conj_ofReal d
  have hI : star I = -I := Complex.conj_I
  -- the two overlaps in the metric
  have h1 : (star (0 : ℂ) * 0 + star (Complex.exp (φ k * I) * (d * I)) *
      (Complex.exp (φ k * I) * (d * I))) / 2 = ((d ^ 2 / 2 : ℝ) : ℂ) := by
    rw [star_mul', star_mul', hd, hI]
    push_cast
    linear_combination (-(d : ℂ) ^ 2 * I ^ 2 / 2) * hp - ((d : ℂ) ^ 2 / 2) * Complex.I_sq
  have h2 : (star (1 : ℂ) * 0 + star (Complex.exp (φ k * I)) *
      (Complex.exp (φ k * I) * (d * I))) / 2 = ((d / 2 : ℝ) : ℂ) * I := by
    push_cast
    linear_combination ((d : ℂ) * I / 2) * hp
  rw [quantumMetric, hu.deriv, chiralState, overlap, overlap, h1, h2, Complex.ofReal_re,
    Complex.normSq_mul, Complex.normSq_ofReal, Complex.normSq_I]
  ring

/-- For a continuously differentiable phase of winding `W`, the integrated metric is `πW²/2`
plus a quarter of the integrated squared deviation of the phase velocity from `W`. -/
theorem integral_metric_eq {φ : ℝ → ℝ} (hφ : ContDiff ℝ 1 φ) {W : ℤ}
    (hW : φ (2 * π) = φ 0 + 2 * π * W) :
    ∫ k in (0 : ℝ)..(2 * π), quantumMetric (chiralState φ) k
      = π * (W : ℝ) ^ 2 / 2 + 1 / 4 * ∫ k in (0 : ℝ)..(2 * π), (deriv φ k - W) ^ 2 := by
  have hd : ∀ k, HasDerivAt φ (deriv φ k) k := fun k =>
    (hφ.differentiable (by norm_num) k).hasDerivAt
  have hc : Continuous (deriv φ) := hφ.continuous_deriv le_rfl
  have hftc : ∫ k in (0 : ℝ)..(2 * π), deriv φ k = φ (2 * π) - φ 0 :=
    intervalIntegral.integral_eq_sub_of_hasDerivAt (fun k _ => hd k)
      (hc.intervalIntegrable _ _)
  -- complete the square under the integral
  have hpt : ∀ k, quantumMetric (chiralState φ) k
      = 1 / 4 * (deriv φ k - W) ^ 2 + ((W : ℝ) / 2 * deriv φ k - (W : ℝ) ^ 2 / 4) := by
    intro k
    rw [quantumMetric_chiralState (hd k)]
    ring
  have c1 : Continuous (fun k => 1 / 4 * (deriv φ k - W) ^ 2) :=
    continuous_const.mul ((hc.sub continuous_const).pow 2)
  have c2 : Continuous (fun k => (W : ℝ) / 2 * deriv φ k) := continuous_const.mul hc
  have c3 : Continuous (fun _ : ℝ => (W : ℝ) ^ 2 / 4) := continuous_const
  simp only [hpt]
  rw [intervalIntegral.integral_add (c1.intervalIntegrable _ _)
      ((c2.sub c3).intervalIntegrable _ _),
    intervalIntegral.integral_sub (c2.intervalIntegrable _ _) (c3.intervalIntegrable _ _),
    intervalIntegral.integral_const_mul, intervalIntegral.integral_const_mul, hftc,
    intervalIntegral.integral_const, hW, smul_eq_mul]
  ring

end

end IntegralMetricEq
```

Messages:

```
Main.lean:90:6: error: Tactic `rewrite` failed: Did not find an occurrence of the pattern
  ∫ (x : ℝ) in ?m.542..?m.543,
    1 / 4 * (deriv φ x - ↑W) ^ 2 + ((fun k => ↑W / 2 * deriv φ k) - fun x => ↑W ^ 2 / 4) x ∂?m.539
in the target expression
  ∫ (k : ℝ) in 0..2 * π, 1 / 4 * (deriv φ k - ↑W) ^ 2 + (↑W / 2 * deriv φ k - ↑W ^ 2 / 4) =
    π * ↑W ^ 2 / 2 + 1 / 4 * ∫ (k : ℝ) in 0..2 * π, (deriv φ k - ↑W) ^ 2

φ : ℝ → ℝ
hφ : ContDiff ℝ 1 φ
W : ℤ
hW : φ (2 * π) = φ 0 + 2 * π * ↑W
hd : ∀ (k : ℝ), HasDerivAt φ (deriv φ k) k
hc : Continuous (deriv φ)
hftc : ∫ (k : ℝ) in 0..2 * π, deriv φ k = φ (2 * π) - φ 0
hpt : ∀ (k : ℝ), quantumMetric (chiralState φ) k = 1 / 4 * (deriv φ k - ↑W) ^ 2 + (↑W / 2 * deriv φ k - ↑W ^ 2 / 4)
c1 : Continuous fun k => 1 / 4 * (deriv φ k - ↑W) ^ 2
c2 : Continuous fun k => ↑W / 2 * deriv φ k
c3 : Continuous fun x => ↑W ^ 2 / 4
⊢ ∫ (k : ℝ) in 0..2 * π, 1 / 4 * (deriv φ k - ↑W) ^ 2 + (↑W / 2 * deriv φ k - ↑W ^ 2 / 4) =
    π * ↑W ^ 2 / 2 + 1 / 4 * ∫ (k : ℝ) in 0..2 * π, (deriv φ k - ↑W) ^ 2
```

Fix (accepted with no message):

```diff
@@ -87,7 +87,8 @@
   have c2 : Continuous (fun k => (W : ℝ) / 2 * deriv φ k) := continuous_const.mul hc
   have c3 : Continuous (fun _ : ℝ => (W : ℝ) ^ 2 / 4) := continuous_const
+  have c4 : Continuous (fun k => (W : ℝ) / 2 * deriv φ k - (W : ℝ) ^ 2 / 4) := c2.sub c3
   simp only [hpt]
   rw [intervalIntegral.integral_add (c1.intervalIntegrable _ _)
-      ((c2.sub c3).intervalIntegrable _ _),
+      (c4.intervalIntegrable _ _),
     intervalIntegral.integral_sub (c2.intervalIntegrable _ _) (c3.intervalIntegrable _ _),
     intervalIntegral.integral_const_mul, intervalIntegral.integral_const_mul, hftc,
```

Cause. The one error is at the rewrite with `intervalIntegral.integral_add`, which finds no integral of the form it looks for. That form is fixed by the continuity proofs passed to it. The second, `c2.sub c3`, is here about a difference of two functions, so the pattern contains `((fun k => ↑W / 2 * deriv φ k) - fun x => ↑W ^ 2 / 4) x`, the difference function applied to `x`. The goal has the difference of the values, `↑W / 2 * deriv φ k - ↑W ^ 2 / 4`. The two are equal by definition, but `rw` searches for the pattern's syntactic form and does not unfold the subtraction of functions to find a match.

The repair adds `c4`, which states the same continuity for the function written pointwise. Lean accepts `c2.sub c3` as its proof because the two forms agree by definition. With `c4` passed to `integral_add` in place of `c2.sub c3`, the pattern has the same form as the integrand, and the rewrite goes through.
